# In a finite, normalised, non-orthogonal basis, the resolvent trace without the overlap overcounts the total number of states

Let $S$ be the positive definite overlap matrix of $n$ orbitals, with $\operatorname{Tr}S=n$, and let $H$ be any complex $n\times n$ matrix. As $|z|\to\infty$ in the complex energy plane,

$$z\,\frac{d}{dz}\log\det(zS-H)\to n,\qquad z\operatorname{Tr}(zS-H)^{-1}\to\operatorname{Tr}S^{-1}\ge n,$$

and $\operatorname{Tr}S^{-1}=n$ exactly when $S=1$.

By Jacobi's formula the logarithmic derivative is $\operatorname{Tr}[(zS-H)^{-1}S]$, so the two expressions differ by one factor of $S$; this identity serves the interpretation and is not part of the code. For densities of states computed from a finite, energy-independent matrix pair $(H,S)$ with $\operatorname{Tr}S=n$, as for a finite cluster in a basis of normalised atomic orbitals, the result shows what leaving out that factor does to the total count. In a crystal, the overlap matrix of the Bloch sums at a single wave vector need not have trace $n$, even if each atomic orbital is normalised, and the bare trace can then undercount. Lloyd's formula also counts states through the logarithm of a determinant, but its multiple-scattering matrix depends non-linearly on energy and lies beyond this linear model.

In the code the orbitals are labelled by a finite type `ι`, and $n$ is `Fintype.card ι`. The determinant is `secular`, and the trace without overlap is `bareTrace`.

```lean
import Mathlib

open Matrix Filter Topology Bornology
open scoped ComplexOrder

namespace OverlapStateCounting

noncomputable section

variable {ι : Type*} [Fintype ι] [DecidableEq ι]

/-- The secular determinant `det (z S - H)` of a Hamiltonian `H` in a basis with overlap `S`. -/
def secular (S H : Matrix ι ι ℂ) (z : ℂ) : ℂ := (z • S - H).det

/-- The trace of the resolvent matrix `(z S - H)⁻¹`, taken without the overlap factor; by Lean's
convention for the inverse it is zero where `z S - H` is singular. -/
def bareTrace (S H : Matrix ι ι ℂ) (z : ℂ) : ℂ := ((z • S - H)⁻¹).trace
```

Lean's matrix inverse is zero at a singular matrix, but `secular_ne_zero` below shows that $zS-H$ is invertible at all sufficiently large $|z|$.

## The Hamiltonian: any fixed matrix

Hermiticity of $H$ matters for the physical reading. With $S$ positive definite it makes the levels $\varepsilon_i$ real, and

$$\frac{d}{dz}\log\det(zS-H)=\sum_i\frac1{z-\varepsilon_i}$$

gives each state weight one. The limits need no such condition, so $H$ may contain an absorbing potential. What they do use is that $H$ doesn't depend on $z$. For $z\ne0$,

$$zS-H=z\,(S-wH),\qquad w=1/z,$$

and $H$ disappears from the bracket as $w\to0$. If $H$ were allowed to grow as $zS/2$, the logarithmic derivative would be unchanged but the trace limit would double.

```lean
omit [Fintype ι] [DecidableEq ι] in
/-- For `z ≠ 0` the energy can be taken out of the matrix `z S - H`. -/
theorem pencil_scaling (S H : Matrix ι ι ℂ) {z : ℂ} (hz : z ≠ 0) :
    z • S - H = z • (S - z⁻¹ • H) := by
  rw [smul_sub, smul_smul, mul_inv_cancel₀ hz, one_smul]
```

## Linear independence: $\det S\neq0$

An invertible overlap matrix means that no orbital is a combination of the others. Both limits ask nothing more of $S$; positive definiteness enters them only because it implies $\det S\ne0$.

Put $P(w)=\det(S-wH)$, a polynomial with $P(0)=\det S\neq0$. By continuity $P(w)\ne0$ for small $w$, so for large $|z|$

$$\det(zS-H)=z^nP(1/z)\neq0.$$

The product and chain rules give the derivative $nz^{n-1}P(1/z)-z^{n-2}P'(1/z)$. Multiplying by $z$ and dividing by the determinant,

$$z\,\frac{d}{dz}\log\det(zS-H)=n-\frac1z\,\frac{P'(1/z)}{P(1/z)}\to n,$$

since $P'/P$ stays bounded near $w=0$.

For the trace, $(zS-H)^{-1}=z^{-1}(S-wH)^{-1}$, and hence

$$z\operatorname{Tr}(zS-H)^{-1}=\frac{\operatorname{Tr}\operatorname{adj}(S-wH)}{\det(S-wH)}\to\frac{\operatorname{Tr}\operatorname{adj}S}{\det S}=\operatorname{Tr}S^{-1},$$

where $\operatorname{adj}$ is the adjugate, whose entries are polynomials in $w$.

If $S$ is singular, both limits can fail: for $n=1$, $S=0$, $H=1$, the determinant is the constant $-1$, its logarithmic derivative is $0$, and $z\operatorname{Tr}(zS-H)^{-1}=-z$ diverges.

The hypothesis appears in Lean as `hS : S.det ≠ 0`, and $|z|\to\infty$ in any direction is the filter `cobounded ℂ`. The lemma below carries the non-vanishing near $w=0$ over to large $|z|$ through the map $z\mapsto1/z$.

```lean
/-- For an invertible overlap matrix and sufficiently large `|z|`, the energy `z`, the secular
determinant and the rescaled determinant `det (S - H/z)` are all nonzero. -/
theorem secular_ne_zero {S : Matrix ι ι ℂ} (hS : S.det ≠ 0) (H : Matrix ι ι ℂ) :
    ∀ᶠ z in cobounded ℂ, z ≠ 0 ∧ secular S H z ≠ 0 ∧ (S - z⁻¹ • H).det ≠ 0 := by
  have hA : Continuous fun w : ℂ => S - w • H :=
    continuous_const.sub (continuous_id.smul continuous_const)
  have hd : ∀ᶠ w in 𝓝 (0 : ℂ), (S - w • H).det ≠ 0 :=
    hA.matrix_det.continuousAt.eventually_ne (by simpa using hS)
  have hd' := (tendsto_inv₀_cobounded (α := ℂ)).eventually hd
  filter_upwards [hd', (tendsto_norm_cobounded_atTop (E := ℂ)).eventually_gt_atTop 0]
    with z h hz
  have hz0 : z ≠ 0 := norm_pos_iff.1 hz
  refine ⟨hz0, ?_, h⟩
  rw [secular, pencil_scaling S H hz0, Matrix.det_smul]
  exact mul_ne_zero (pow_ne_zero _ hz0) h
```

In the next proof, `hP` identifies the polynomial, and `hS` enters through `hP0` and `secular_ne_zero`. The continuity statement `hc` gives the limit of $n-wP'(w)/P(w)$ at $w=0$. It remains to show that this expression equals the logarithmic derivative times $z$ at large $|z|$: `hval` is the factorisation, `h2` the chain rule, `h3` the product rule, and `h4` transfers the derivative to `secular`. The final `linear_combination` does the algebra, with `hpow` covering $n=0$ as well.

```lean
/-- For an invertible overlap matrix, `z` times the logarithmic derivative of the secular
determinant tends to the number of orbitals as `|z|` tends to infinity. -/
theorem tendsto_logDeriv_secular {S : Matrix ι ι ℂ} (hS : S.det ≠ 0) (H : Matrix ι ι ℂ) :
    Tendsto (fun z => z * logDeriv (secular S H) z) (cobounded ℂ)
      (𝓝 (Fintype.card ι : ℂ)) := by
  -- `det (S - w H)` is a polynomial in `w = 1/z`
  obtain ⟨P, hP⟩ : ∃ P : Polynomial ℂ, ∀ w, P.eval w = (S - w • H).det := by
    refine ⟨(S.map Polynomial.C - (Polynomial.X : Polynomial ℂ) • H.map Polynomial.C).det,
      fun w => ?_⟩
    rw [← Polynomial.coe_evalRingHom, RingHom.map_det]
    congr 1
    ext i j
    simp
    ring
  have hP0 : P.eval 0 ≠ 0 := by rw [hP]; simpa using hS
  -- the count with its correction is continuous at `w = 0`
  have hc : ContinuousAt (fun w : ℂ => (Fintype.card ι : ℂ)
      - w * (P.derivative.eval w / P.eval w)) 0 :=
    continuousAt_const.sub (continuousAt_id.mul
      (P.derivative.continuous.continuousAt.div P.continuous.continuousAt hP0))
  have hl := hc.tendsto.comp (tendsto_inv₀_cobounded (α := ℂ))
  simp only [zero_mul, sub_zero] at hl
  refine hl.congr' ?_
  filter_upwards [secular_ne_zero hS H] with z hz
  obtain ⟨hz0, -, hdet⟩ := hz
  have hp : P.eval z⁻¹ ≠ 0 := by rw [hP]; exact hdet
  have hval : ∀ y : ℂ, y ≠ 0 → secular S H y = y ^ Fintype.card ι * P.eval y⁻¹ := by
    intro y hy
    rw [secular, pencil_scaling S H hy, Matrix.det_smul, hP]
  have h2 : HasDerivAt (fun y : ℂ => P.eval y⁻¹)
      (P.derivative.eval z⁻¹ * (-(z ^ 2)⁻¹)) z :=
    (P.hasDerivAt z⁻¹).comp z (hasDerivAt_inv hz0)
  have h3 := (hasDerivAt_pow (Fintype.card ι) z).fun_mul h2
  have h4 := h3.congr_of_eventuallyEq ((eventually_ne_nhds hz0).mono hval)
  have hpow : z * ((Fintype.card ι : ℂ) * z ^ (Fintype.card ι - 1))
      = (Fintype.card ι : ℂ) * z ^ Fintype.card ι := by
    rcases Fintype.card ι with _ | m
    · simp
    · rw [Nat.add_sub_cancel, pow_succ]
      ring
  have hinv : z * (z ^ 2)⁻¹ = z⁻¹ := by field_simp
  have hq : P.derivative.eval z⁻¹ / P.eval z⁻¹ * P.eval z⁻¹ = P.derivative.eval z⁻¹ :=
    div_mul_cancel₀ _ hp
  symm
  simp only [Function.comp_apply]
  rw [logDeriv_apply, h4.deriv, hval z hz0, ← mul_div_assoc,
    div_eq_iff (mul_ne_zero (pow_ne_zero _ hz0) hp)]
  linear_combination P.eval z⁻¹ * hpow
    - z ^ Fintype.card ι * P.derivative.eval z⁻¹ * hinv
    + z⁻¹ * z ^ Fintype.card ι * hq
```

For the trace, `hadj` writes the trace of the inverse as the trace of the adjugate over the determinant, `hc` supplies continuity at $w=0$, and `hi` takes the factor $z$ out of the inverse.

```lean
/-- For an invertible overlap matrix, `z` times the bare trace of the resolvent tends to
`Tr S⁻¹` as `|z|` tends to infinity. -/
theorem tendsto_bareTrace {S : Matrix ι ι ℂ} (hS : S.det ≠ 0) (H : Matrix ι ι ℂ) :
    Tendsto (fun z => z * bareTrace S H z) (cobounded ℂ) (𝓝 (S⁻¹).trace) := by
  have hA : Continuous fun w : ℂ => S - w • H :=
    continuous_const.sub (continuous_id.smul continuous_const)
  have hc : ContinuousAt (fun w : ℂ => (S - w • H).det⁻¹ * (S - w • H).adjugate.trace) 0 :=
    (hA.matrix_det.continuousAt.inv₀ (by simpa using hS)).mul
      hA.matrix_adjugate.matrix_trace.continuousAt
  have hl := hc.tendsto.comp (tendsto_inv₀_cobounded (α := ℂ))
  simp only [zero_smul, sub_zero] at hl
  -- the trace of the inverse is the trace of the adjugate over the determinant
  have hadj : ∀ A : Matrix ι ι ℂ, (A⁻¹).trace = A.det⁻¹ * A.adjugate.trace := fun A => by
    rw [Matrix.inv_def, Ring.inverse_eq_inv', Matrix.trace_smul, smul_eq_mul]
  rw [hadj S]
  refine hl.congr' ?_
  filter_upwards [secular_ne_zero hS H] with z hz
  obtain ⟨hz0, -, hdet⟩ := hz
  -- `(z A)⁻¹ = z⁻¹ A⁻¹` with `A = S - H/z`
  have hi : (z • (S - z⁻¹ • H))⁻¹ = z⁻¹ • (S - z⁻¹ • H)⁻¹ := by
    apply Matrix.inv_eq_right_inv
    rw [Matrix.smul_mul, Matrix.mul_smul, smul_smul, mul_inv_cancel₀ hz0, one_smul,
      Matrix.mul_nonsing_inv _ (isUnit_iff_ne_zero.2 hdet)]
  simp only [Function.comp_apply]
  rw [bareTrace, pencil_scaling S H hz0, hi, Matrix.trace_smul, smul_eq_mul,
    ← mul_assoc, mul_inv_cancel₀ hz0, one_mul, hadj]
```

## Positive norms: $S$ positive definite

A vector of orbital coefficients $c\neq0$ describes a function with squared norm $c^\dagger Sc$, which must be positive. Together with the condition on $\operatorname{Tr}S$ in the next section, this decides the direction of the error. Since $S$ is Hermitian,

$$(S-1)^\dagger S^{-1}(S-1)=S-2\cdot1+S^{-1}.$$

Let $d_j$ be column $j$ of $S-1$. Taking the trace,

$$\operatorname{Tr}S^{-1}+\operatorname{Tr}S-2n=\sum_j d_j^\dagger S^{-1}d_j\ge0,$$

because $S^{-1}$ is positive definite too. The sum vanishes only if every $d_j$ is zero, that is, if $S=1$.

For an invertible Hermitian $S$ with a negative eigenvalue the bound can fail: $S=\operatorname{diag}(3,-1)$ has trace $2$, but $\operatorname{Tr}S^{-1}=-2/3$.

In `card_le_trace_inv` below, the hypothesis `hS : S.PosDef`, which includes Hermiticity, is used in `hu` for the invertibility of $S$, in `hH` for $(S-1)^\dagger=S-1$, in `hpos` for the sign of each term, and in the last line, where a non-zero column would give a strictly positive term.

## Normalisation on average: $\operatorname{Tr}S=n$

Orbitals normalised one by one have $S_{jj}=1$, which implies $\operatorname{Tr}S=n$. The hypothesis asks only that the squared norms average to one. It turns the identity above into

$$\operatorname{Tr}S^{-1}-n=\sum_j d_j^\dagger S^{-1}d_j,$$

so the right-hand side is exactly the excess count.

With a trace larger than $n$ the error can change sign: $S=2\cdot1$ gives $\operatorname{Tr}S^{-1}=n/2$. The logarithmic derivative still counts $n$, since rescaling the orbitals doesn't change the number of states.

The hypothesis is `htr`, used once, in `hex`, which is the displayed identity; `hsum` splits the trace into columns. The sign `≤` between complex numbers means that the imaginary parts agree and the real parts are ordered, so the statement includes that $\operatorname{Tr}S^{-1}$ is real.

```lean
/-- For a positive definite overlap matrix with `Tr S = n`, the trace of `S⁻¹` is at least
`n`, with equality exactly for an orthonormal basis, `S = 1`. -/
theorem card_le_trace_inv {S : Matrix ι ι ℂ} (hS : S.PosDef)
    (htr : S.trace = Fintype.card ι) :
    (Fintype.card ι : ℂ) ≤ (S⁻¹).trace ∧ ((S⁻¹).trace = Fintype.card ι ↔ S = 1) := by
  have hu : IsUnit S.det := isUnit_iff_ne_zero.2 hS.det_pos.ne'
  have hH : (S - 1)ᴴ = S - 1 := by
    rw [conjTranspose_sub, conjTranspose_one, hS.isHermitian.eq]
  -- the excess is the trace of `(S - 1)† S⁻¹ (S - 1)`
  have hex : (S⁻¹).trace - Fintype.card ι = ((S - 1)ᴴ * (S⁻¹ * (S - 1))).trace := by
    have e : (S - 1) * (S⁻¹ * (S - 1)) = S * S⁻¹ * S - S * S⁻¹ - S⁻¹ * S + S⁻¹ := by
      noncomm_ring
    rw [hH, e, Matrix.mul_nonsing_inv _ hu, Matrix.nonsing_inv_mul _ hu, one_mul,
      Matrix.trace_add, Matrix.trace_sub, Matrix.trace_sub, Matrix.trace_one, htr]
    ring
  -- which is a sum of quadratic forms over the columns of `S - 1`
  have hsum : ((S - 1)ᴴ * (S⁻¹ * (S - 1))).trace
      = ∑ j, star (fun i => (S - 1) i j) ⬝ᵥ (S⁻¹ *ᵥ fun i => (S - 1) i j) := rfl
  have hpos : ∀ j ∈ Finset.univ,
      0 ≤ star (fun i => (S - 1) i j) ⬝ᵥ (S⁻¹ *ᵥ fun i => (S - 1) i j) :=
    fun j _ => hS.inv.posSemidef.dotProduct_mulVec_nonneg _
  rw [hsum] at hex
  refine ⟨sub_nonneg.1 (hex ▸ Finset.sum_nonneg hpos), fun h => ?_, fun h => by simp [h]⟩
  rw [h, sub_self] at hex
  have hz := (Finset.sum_eq_zero_iff_of_nonneg hpos).1 hex.symm
  refine sub_eq_zero.1 ?_
  ext i j
  by_contra hij
  have hne : (fun i => (S - 1) i j) ≠ 0 := fun h0 => hij (congrFun h0 i)
  exact (hS.inv.dotProduct_mulVec_pos hne).ne' (hz j (Finset.mem_univ j))
```

The combined theorem has four parts: the two limits, the inequality and the equality condition. Its proof assembles the preceding results, with `hS.det_pos.ne'` supplying $\det S\neq0$.

```lean
/-- Let `S` be positive definite with `Tr S = n`. As `|z|` tends to infinity, `z` times the
logarithmic derivative of `det (z S - H)` tends to `n`, while `z Tr (z S - H)⁻¹` tends to
`Tr S⁻¹ ≥ n`, with equality exactly when `S = 1`. -/
theorem overlap_overcounting {S : Matrix ι ι ℂ} (hS : S.PosDef)
    (htr : S.trace = Fintype.card ι) (H : Matrix ι ι ℂ) :
    Tendsto (fun z => z * logDeriv (secular S H) z) (cobounded ℂ)
        (𝓝 (Fintype.card ι : ℂ)) ∧
      Tendsto (fun z => z * bareTrace S H z) (cobounded ℂ) (𝓝 (S⁻¹).trace) ∧
      (Fintype.card ι : ℂ) ≤ (S⁻¹).trace ∧
      ((S⁻¹).trace = Fintype.card ι ↔ S = 1) :=
  ⟨tendsto_logDeriv_secular hS.det_pos.ne' H, tendsto_bareTrace hS.det_pos.ne' H,
    card_le_trace_inv hS htr⟩
```

## A basis that is not orthonormal: $S\neq1$

If $\operatorname{Tr}S=n$ but the basis is not orthonormal, the excess is strictly positive, and the real part of $x\operatorname{Tr}(xS-H)^{-1}$ must exceed $n$ at all sufficiently large real energies $x$. The theorem compares real parts, because a non-Hermitian $H$ can make the trace complex at finite $x$.

With $S=1$ the strict inequality can fail at every energy: for $H=0$, $x\operatorname{Tr}(xS-H)^{-1}=n$ for all $x\neq0$.

In the proof, `hne` and the equality condition give the strict inequality `hlt`. The step `hx` says that $x\to+\infty$ along the real axis is a case of $|z|\to\infty$, and a quantity whose limit lies above $n$ is eventually above $n$.

```lean
/-- If `S` is positive definite with `Tr S = n` and `S ≠ 1`, then at all sufficiently large
real energies `x` the real part of `x Tr (x S - H)⁻¹` exceeds `n`. -/
theorem eventually_overcounts {S : Matrix ι ι ℂ} (hS : S.PosDef)
    (htr : S.trace = Fintype.card ι) (hne : S ≠ 1) (H : Matrix ι ι ℂ) :
    ∀ᶠ x : ℝ in atTop, (Fintype.card ι : ℝ) < ((x : ℂ) * bareTrace S H x).re := by
  obtain ⟨hle, heq⟩ := card_le_trace_inv hS htr
  have hlt : (Fintype.card ι : ℂ) < (S⁻¹).trace :=
    lt_of_le_of_ne hle fun h => hne (heq.1 h.symm)
  have hre : (Fintype.card ι : ℝ) < (S⁻¹).trace.re := by
    simpa using (Complex.lt_def.1 hlt).1
  -- the real axis runs off to infinity in the complex plane
  have hx : Tendsto (fun x : ℝ => (x : ℂ)) atTop (cobounded ℂ) := by
    rw [← tendsto_norm_atTop_iff_cobounded]
    simp only [Complex.norm_real, Real.norm_eq_abs]
    exact tendsto_abs_atTop_atTop
  have hlim := (Complex.continuous_re.tendsto _).comp
    ((tendsto_bareTrace hS.det_pos.ne' H).comp hx)
  exact hlim.eventually (lt_mem_nhds hre)


end

end OverlapStateCounting
```

```lean
#print axioms OverlapStateCounting.card_le_trace_inv
-- 'OverlapStateCounting.card_le_trace_inv' depends on axioms: [propext, Classical.choice, Quot.sound]
#print axioms OverlapStateCounting.overlap_overcounting
-- 'OverlapStateCounting.overlap_overcounting' depends on axioms: [propext, Classical.choice, Quot.sound]
#print axioms OverlapStateCounting.eventually_overcounts
-- 'OverlapStateCounting.eventually_overcounts' depends on axioms: [propext, Classical.choice, Quot.sound]
```

## Two orbitals with overlap one half

Take

$$S=\begin{pmatrix}1&\tfrac12\\\tfrac12&1\end{pmatrix},\qquad H=\begin{pmatrix}0&-1\\-1&0\end{pmatrix}.$$

Then

$$\det(zS-H)=z^2-\left(\tfrac z2+1\right)^2=\tfrac34z^2-z-1,$$

with levels at $z=2$ and $z=-\tfrac23$. The two counts are

$$z\,\frac{d}{dz}\log\det(zS-H)=\frac{z(\tfrac32z-1)}{\tfrac34z^2-z-1}\to2,\qquad z\operatorname{Tr}(zS-H)^{-1}=\frac{2z^2}{\tfrac34z^2-z-1}\to\frac83.$$

At $z=10$ they are $2.1875$ and $3.125$, both still above their limits, so only the limits are to be read as numbers of states. The residues of $\operatorname{Tr}(zS-H)^{-1}$ at the two levels are $2$ for the upper state and $\tfrac23$ for the lower, where a correct count gives one each. The lower state is therefore undercounted, although the total is too large by $\tfrac23$.
